# Finite kinetic energy with infinite position variance: the square root of a Lorentzian

For a length $g>0$, let $\psi_g(x)=\sqrt{g/(\pi(g^2+x^2))}$ be the real wave function of one particle of mass $m$ on the line, with position density $\rho_g=\psi_g^2$ and kinetic energy $\frac{\hbar^2}{2m}\int(\psi_g')^2\,dx$. Its position variance is called infinite when $(x-a)^2\rho_g(x)$ fails to be integrable over the line for every real centre $a$.

```lean
import Mathlib

open MeasureTheory Filter Topology Real

namespace InfinitePositionVariance

noncomputable section

/-- The real wave function whose position density is a Lorentzian of width `g`. -/
def lorentzAmp (g x : ℝ) : ℝ := √(g / (π * (g ^ 2 + x ^ 2)))

/-- The position density is the Lorentzian `g / (π (g² + x²))`. -/
theorem density_eq {g : ℝ} (hg : 0 < g) (x : ℝ) :
    lorentzAmp g x ^ 2 = g / (π * (g ^ 2 + x ^ 2)) := by
  unfold lorentzAmp
  exact Real.sq_sqrt (by positivity)

/-- The slope of the wave function is `-x / (g² + x²)` times the wave function. -/
theorem hasDerivAt_lorentzAmp {g : ℝ} (hg : 0 < g) (x : ℝ) :
    HasDerivAt (lorentzAmp g) (-(x / (g ^ 2 + x ^ 2)) * lorentzAmp g x) x := by
  have hD : g ^ 2 + x ^ 2 ≠ 0 := by positivity
  have hpi : π ≠ 0 := Real.pi_ne_zero
  have hpos : 0 < g / (π * (g ^ 2 + x ^ 2)) := by positivity
  have h1 : HasDerivAt (fun y : ℝ => π * (g ^ 2 + y ^ 2)) (π * (2 * x)) x :=
    (((hasDerivAt_pow 2 x).const_add (g ^ 2)).const_mul π).congr_deriv (by norm_num)
  have hu : HasDerivAt (fun y : ℝ => g / (π * (g ^ 2 + y ^ 2)))
      (-(2 * x / (g ^ 2 + x ^ 2)) * (g / (π * (g ^ 2 + x ^ 2)))) x :=
    ((hasDerivAt_const x g).fun_div h1 (mul_ne_zero hpi hD)).congr_deriv
      (by field_simp; ring)
  -- differentiate the square root of the density
  refine (hu.sqrt hpos.ne').congr_deriv ?_
  have hs := Real.mul_self_sqrt hpos.le
  have hs0 : 2 * √(g / (π * (g ^ 2 + x ^ 2))) ≠ 0 := by positivity
  unfold lorentzAmp
  rw [div_eq_iff hs0]
  linear_combination (2 * x / (g ^ 2 + x ^ 2)) * hs

/-- The dimensionless kinetic integral: `y² / (1 + y²)³` integrates to `π / 8` over the line. -/
theorem integral_kinetic_profile : ∫ y : ℝ, y ^ 2 / (1 + y ^ 2) ^ 3 = π / 8 := by
  have hderiv : ∀ x : ℝ, HasDerivAt
      (fun y : ℝ => (arctan y + y * (y ^ 2 - 1) / (1 + y ^ 2) ^ 2) / 8)
      (x ^ 2 / (1 + x ^ 2) ^ 3) x := by
    intro x
    have hD : 1 + x ^ 2 ≠ 0 := by positivity
    have hn : HasDerivAt (fun y : ℝ => y * (y ^ 2 - 1)) (3 * x ^ 2 - 1) x :=
      ((hasDerivAt_id' x).fun_mul ((hasDerivAt_pow 2 x).sub_const (1 : ℝ))).congr_deriv
        (by simp only [Nat.cast_ofNat, Nat.reduceSub, pow_one]; ring)
    have hd : HasDerivAt (fun y : ℝ => (1 + y ^ 2) ^ 2) (4 * x * (1 + x ^ 2)) x :=
      (((hasDerivAt_pow 2 x).const_add (1 : ℝ)).fun_pow 2).congr_deriv
        (by simp only [Nat.cast_ofNat, Nat.reduceSub, pow_one]; ring)
    exact (((Real.hasDerivAt_arctan x).fun_add
      (hn.fun_div hd (pow_ne_zero 2 hD))).div_const 8).congr_deriv (by field_simp; ring)
  have hint : Integrable (fun x : ℝ => x ^ 2 / (1 + x ^ 2) ^ 3) := by
    refine Integrable.mono' integrable_inv_one_add_sq
      (by fun_prop : Measurable _).aestronglyMeasurable (ae_of_all _ fun x => ?_)
    rw [Real.norm_of_nonneg (by positivity), ← one_div,
      div_le_div_iff₀ (by positivity) (by positivity)]
    have h2 : 0 ≤ x ^ 2 := by positivity
    have h4 : 0 ≤ x ^ 4 := by positivity
    have h6 : 0 ≤ x ^ 6 := by positivity
    nlinarith
  -- the rational part of the antiderivative vanishes at both ends
  have hb : ∀ x : ℝ, ‖x * (x ^ 2 - 1) / (1 + x ^ 2) ^ 2‖ ≤ |x|⁻¹ := by
    intro x
    by_cases hx : x = 0
    · simp [hx]
    have hp : 0 < (1 + x ^ 2) ^ 2 := by positivity
    rw [Real.norm_eq_abs, abs_div, abs_mul, abs_of_pos hp, ← one_div,
      div_le_div_iff₀ hp (abs_pos.2 hx)]
    have h1 : |x ^ 2 - 1| ≤ 1 + x ^ 2 :=
      abs_le.2 ⟨by nlinarith [sq_nonneg x], by linarith⟩
    have h3 := mul_le_mul_of_nonneg_left h1 (sq_nonneg x)
    calc |x| * |x ^ 2 - 1| * |x| = x ^ 2 * |x ^ 2 - 1| := by
          linear_combination |x ^ 2 - 1| * abs_mul_abs_self x
      _ ≤ 1 * (1 + x ^ 2) ^ 2 := by nlinarith [sq_nonneg x]
  have htop := ((Real.tendsto_arctan_atTop.mono_right nhdsWithin_le_nhds).add
    (squeeze_zero_norm hb tendsto_abs_atTop_atTop.inv_tendsto_atTop)).div_const 8
  have hbot := ((Real.tendsto_arctan_atBot.mono_right nhdsWithin_le_nhds).add
    (squeeze_zero_norm hb tendsto_abs_atBot_atTop.inv_tendsto_atTop)).div_const 8
  rw [integral_of_hasDerivAt_of_tendsto hderiv hint hbot htop]
  ring

/-- The wave function is normalised for every width. -/
theorem integral_density {g : ℝ} (hg : 0 < g) : ∫ x, lorentzAmp g x ^ 2 = 1 := by
  have h : ∀ x, lorentzAmp g x ^ 2 = 1 / (π * g) * (1 + (x / g) ^ 2)⁻¹ := by
    intro x
    have hD : g ^ 2 + x ^ 2 ≠ 0 := by positivity
    have hE : 1 + (x / g) ^ 2 = (g ^ 2 + x ^ 2) / g ^ 2 := by field_simp
    rw [density_eq hg, hE]
    field_simp
  simp_rw [h]
  rw [integral_const_mul, Measure.integral_comp_div (fun y : ℝ => (1 + y ^ 2)⁻¹) g,
    integral_univ_inv_one_add_sq, abs_of_pos hg, smul_eq_mul]
  field_simp

/-- The integral of the squared slope is `1 / (8 g²)`. -/
theorem integral_deriv_sq {g : ℝ} (hg : 0 < g) :
    ∫ x, deriv (lorentzAmp g) x ^ 2 = 1 / (8 * g ^ 2) := by
  have h : ∀ x, deriv (lorentzAmp g) x ^ 2
      = 1 / (π * g ^ 3) * ((x / g) ^ 2 / (1 + (x / g) ^ 2) ^ 3) := by
    intro x
    have hD : g ^ 2 + x ^ 2 ≠ 0 := by positivity
    have hE : 1 + (x / g) ^ 2 = (g ^ 2 + x ^ 2) / g ^ 2 := by field_simp
    rw [(hasDerivAt_lorentzAmp hg x).deriv, mul_pow, density_eq hg, hE]
    field_simp
  simp_rw [h]
  rw [integral_const_mul,
    Measure.integral_comp_div (fun y : ℝ => y ^ 2 / (1 + y ^ 2) ^ 3) g,
    integral_kinetic_profile, abs_of_pos hg, smul_eq_mul]
  field_simp

/-- The second moment of position about any centre `a` diverges. -/
theorem not_integrable_second_moment {g : ℝ} (hg : 0 < g) (a : ℝ) :
    ¬ Integrable (fun x => (x - a) ^ 2 * lorentzAmp g x ^ 2) := by
  intro hf
  have hn : Integrable (fun x => lorentzAmp g x ^ 2) := by
    by_contra h
    have h1 := integral_density hg
    rw [integral_undef h] at h1
    exact zero_ne_one h1
  -- a multiple of the density lifts the second moment above a constant
  have hsum := (hf.add (hn.const_mul (a ^ 2 + g ^ 2 / 2))).const_mul (2 * π / g)
  have hc : Integrable (fun _ : ℝ => (1 : ℝ)) := by
    refine Integrable.mono' hsum aestronglyMeasurable_const (ae_of_all _ fun x => ?_)
    have hD : g ^ 2 + x ^ 2 ≠ 0 := by positivity
    have hone : 2 * π / g * ((g ^ 2 + x ^ 2) / 2 * lorentzAmp g x ^ 2) = 1 := by
      rw [density_eq hg]
      field_simp
    have hle : (g ^ 2 + x ^ 2) / 2 ≤ (x - a) ^ 2 + (a ^ 2 + g ^ 2 / 2) := by
      nlinarith [sq_nonneg (x - 2 * a)]
    have hmul := mul_le_mul_of_nonneg_left
      (mul_le_mul_of_nonneg_right hle (sq_nonneg (lorentzAmp g x)))
      (by positivity : 0 ≤ 2 * π / g)
    rw [hone, add_mul] at hmul
    simpa using hmul
  simp [integrable_const_iff, isFiniteMeasure_iff] at hc

/-- The second moment collected in the window `[-L, L]` is `(2g/π) (L - g arctan (L/g))`. -/
theorem truncated_second_moment {g : ℝ} (hg : 0 < g) (L : ℝ) :
    ∫ x in (-L)..L, x ^ 2 * lorentzAmp g x ^ 2 = 2 * g / π * (L - g * arctan (L / g)) := by
  simp_rw [density_eq hg]
  have hderiv : ∀ x : ℝ, HasDerivAt (fun y : ℝ => g / π * (y - g * arctan (y / g)))
      (x ^ 2 * (g / (π * (g ^ 2 + x ^ 2)))) x := by
    intro x
    have hD : g ^ 2 + x ^ 2 ≠ 0 := by positivity
    have hE : 1 + (x / g) ^ 2 = (g ^ 2 + x ^ 2) / g ^ 2 := by field_simp
    refine (((hasDerivAt_id' x).fun_sub
      ((((hasDerivAt_id' x).div_const g).arctan).const_mul g)).const_mul (g / π)).congr_deriv ?_
    rw [hE]
    field_simp
    ring
  have hcont : Continuous (fun x : ℝ => x ^ 2 * (g / (π * (g ^ 2 + x ^ 2)))) :=
    (continuous_pow 2).mul (continuous_const.div (by fun_prop) fun x => by positivity)
  rw [intervalIntegral.integral_eq_sub_of_hasDerivAt (fun x _ => hderiv x)
    (hcont.intervalIntegrable _ _), neg_div, Real.arctan_neg]
  ring

/-- The state `1 / √(π (1 + x²))` is normalised and its squared slope integrates to `1/8`,
yet its second moment of position about every centre diverges. -/
theorem finite_kinetic_infinite_variance (ψ : ℝ → ℝ)
    (hψ : ψ = fun x => 1 / √(π * (1 + x ^ 2))) :
    Differentiable ℝ ψ ∧ Integrable (fun x => ψ x ^ 2) ∧ ∫ x, ψ x ^ 2 = 1 ∧
      Integrable (fun x => deriv ψ x ^ 2) ∧ ∫ x, deriv ψ x ^ 2 = 1 / 8 ∧
      ∀ a : ℝ, ¬ Integrable (fun x => (x - a) ^ 2 * ψ x ^ 2) := by
  have h : ψ = lorentzAmp 1 := by
    rw [hψ]
    funext x
    unfold lorentzAmp
    rw [one_pow, Real.sqrt_div zero_le_one, Real.sqrt_one]
  rw [h]
  have h1 := integral_density one_pos
  have h2 : ∫ x, deriv (lorentzAmp 1) x ^ 2 = 1 / 8 := by
    rw [integral_deriv_sq one_pos]
    norm_num
  refine ⟨fun x => (hasDerivAt_lorentzAmp one_pos x).differentiableAt, ?_, h1, ?_, h2,
    not_integrable_second_moment one_pos⟩
  · by_contra hn
    rw [integral_undef hn] at h1
    norm_num at h1
  · by_contra hn
    rw [integral_undef hn] at h2
    norm_num at h2

/-- Every positive value `K` of the integrated squared slope occurs for a normalised
differentiable state whose second moment of position diverges about every centre. -/
theorem any_kinetic_infinite_variance {K : ℝ} (hK : 0 < K) :
    ∃ ψ : ℝ → ℝ, Differentiable ℝ ψ ∧ ∫ x, ψ x ^ 2 = 1 ∧ ∫ x, deriv ψ x ^ 2 = K ∧
      ∀ a : ℝ, ¬ Integrable (fun x => (x - a) ^ 2 * ψ x ^ 2) := by
  have hg : 0 < 1 / √(8 * K) := by positivity
  refine ⟨lorentzAmp (1 / √(8 * K)),
    fun x => (hasDerivAt_lorentzAmp hg x).differentiableAt, integral_density hg, ?_,
    not_integrable_second_moment hg⟩
  rw [integral_deriv_sq hg, div_pow, Real.sq_sqrt (by positivity)]
  field_simp

end

end InfinitePositionVariance
```

```lean
#print axioms InfinitePositionVariance.truncated_second_moment
-- 'InfinitePositionVariance.truncated_second_moment' depends on axioms: [propext, Classical.choice, Quot.sound]
#print axioms InfinitePositionVariance.finite_kinetic_infinite_variance
-- 'InfinitePositionVariance.finite_kinetic_infinite_variance' depends on axioms: [propext, Classical.choice, Quot.sound]
#print axioms InfinitePositionVariance.any_kinetic_infinite_variance
-- 'InfinitePositionVariance.any_kinetic_infinite_variance' depends on axioms: [propext, Classical.choice, Quot.sound]
```

## What is proved about the Lorentzian state

The function `lorentzAmp g` is $\psi_g$. For every $g>0$ the theorems give

$$\int\psi_g^2\,dx=1,\qquad \int(\psi_g')^2\,dx=\frac{1}{8g^2},$$

and they show that $(x-a)^2\psi_g^2$ is not integrable, whatever the centre $a$.

The theorem `finite_kinetic_infinite_variance` collects these facts for $g=1$, where $\psi(x)=1/\sqrt{\pi(1+x^2)}$ and the kinetic integral is $1/8$. Its hypothesis `hψ` only says which function $\psi$ is; it assumes nothing about the physics. The theorem `any_kinetic_infinite_variance` adds that every $K>0$ is the kinetic integral of some normalised differentiable function with infinite position variance. Lowering or raising the kinetic energy to a chosen positive value therefore doesn't force the variance to be finite.

For a single particle in one dimension, this means that a bound on the kinetic energy alone gives no upper bound on the position spread. The uncertainty relation is no obstacle, since it bounds the product of the spreads from below.

## How the Lean statements encode the physics

The wave function has type `ℝ → ℝ`. A real function suffices for a counterexample, and no complex phase is needed. The symbol `deriv ψ` is the ordinary pointwise derivative, and the theorem also states that $\psi$ is differentiable everywhere. Integrals without limits run over the whole line with Lebesgue measure.

The constants $\hbar$ and $m$ don't appear. Restoring them turns the kinetic integral into the energy $\hbar^2/(16mg^2)$. The Lean code contains no Hamiltonian, no potential and no momentum operator, and it makes no claim that $\psi_g$ is the ground state of a given system.

Divergence is expressed as `¬ Integrable`, and this matters. Lean assigns the value $0$ to the integral of a non-integrable function, so the equation "$\int x^2\psi^2\,dx=0$" would be provable here and would suggest a perfectly localised particle. The same convention has a useful side: an integral with a nonzero value must belong to an integrable function, which is how the proofs obtain the integrability of $\psi^2$ and $(\psi')^2$.

A related slip can occur in the derivation by hand. The density is even, so one may set $\langle x\rangle=0$ and discuss only $\langle x^2\rangle$. But $|x|\rho_g(x)$ decays only as $1/|x|$, so the mean is not an absolutely convergent integral, and symmetry supplies only a principal value. Allowing an arbitrary centre $a$ avoids any reliance on a mean.

## The slope and the two finite integrals

Write $D=g^2+x^2$, so that $\rho_g=g/(\pi D)$. Differentiation gives $\rho_g'=-(2x/D)\rho_g$, and since $\psi_g=\sqrt{\rho_g}$ with $\rho_g>0$,

$$\psi_g'=\frac{\rho_g'}{2\sqrt{\rho_g}}=-\frac{x}{D}\,\psi_g,\qquad (\psi_g')^2=\frac{g\,x^2}{\pi D^3}.$$

The lemma `density_eq` supplies the formula for $\rho_g$, and `hasDerivAt_lorentzAmp` follows the same route to the slope: it differentiates the density, then applies the rule for the square root. Positivity of the density is what permits that second step.

Now set $x=gy$, so that $D=g^2(1+y^2)$ and $dx=g\,dy$. The norm becomes

$$\int\rho_g\,dx=\frac1\pi\int\frac{dy}{1+y^2}=1,$$

and the kinetic integral becomes

$$\int(\psi_g')^2\,dx=\frac{1}{\pi g^2}\int\frac{y^2}{(1+y^2)^3}\,dy.$$

For the remaining integral, use the antiderivative

$$F(y)=\frac18\left(\arctan y+\frac{y(y^2-1)}{(1+y^2)^2}\right).$$

The derivative of the rational term is

$$\frac{(3y^2-1)(1+y^2)-4y^2(y^2-1)}{(1+y^2)^3}=\frac{-y^4+6y^2-1}{(1+y^2)^3}.$$

The arctangent contributes $1/(1+y^2)=(1+2y^2+y^4)/(1+y^2)^3$. The sum of the two is $8y^2/(1+y^2)^3$, so $F'(y)=y^2/(1+y^2)^3$.

For $y\neq0$, the inequality $|y^2-1|\le1+y^2$ gives

$$\left|\frac{y(y^2-1)}{(1+y^2)^2}\right|\le\frac{|y|}{1+y^2}\le\frac1{|y|}.$$

The rational term thus vanishes at both ends, and only the arctangent survives:

$$\int\frac{y^2}{(1+y^2)^3}\,dy=\frac18\left(\frac\pi2+\frac\pi2\right)=\frac\pi8.$$

Hence $\int(\psi_g')^2\,dx=1/(8g^2)$. To reach a prescribed $K>0$, choose $g=1/\sqrt{8K}$.

In `integral_kinetic_profile`, `hderiv` is the check of $F'$, `hb` is the bound by $1/|y|$, and `htop` and `hbot` are the two limits. The proof also needs integrability of the integrand, `hint`, which follows from comparison with $1/(1+y^2)$. The theorems `integral_density` and `integral_deriv_sq` then carry out the substitution $x=gy$ through `Measure.integral_comp_div`.

## Why the second moment diverges about every centre

At large $|x|$ the factor $(x-a)^2$ cancels the decay of the density, and the product tends to the positive constant $g/\pi$. The proof turns this observation into an inequality valid at every $x$. Since

$$(x-a)^2+a^2+\frac{g^2}{2}-\frac{g^2+x^2}{2}=\frac{(x-2a)^2}{2}\ge0,$$

multiplication by $\rho_g\ge0$ gives

$$(x-a)^2\rho_g+\left(a^2+\frac{g^2}{2}\right)\rho_g\ \ge\ \frac{g^2+x^2}{2}\,\rho_g=\frac{g}{2\pi}.$$

Suppose the first term on the left were integrable. The second is integrable because $\rho_g$ is, so a positive constant would be integrable over the whole line, which is impossible.

The proof of `not_integrable_second_moment` is this argument by contradiction. There `hle` is the quadratic inequality, obtained from the square of $x-2a$, and `hone` is the cancellation, rescaled by $2\pi/g$ so that the constant is $1$. The final `simp` uses the infinite length of the line to refute `hc`, the integrability of that constant.

## What a finite box reports

The theorem `truncated_second_moment` measures how fast the divergence builds up. Since

$$x^2\rho_g=\frac g\pi\left(1-\frac{g^2}{g^2+x^2}\right),$$

an antiderivative is $\frac g\pi\bigl(x-g\arctan(x/g)\bigr)$. It is odd, so integration from $-L$ to $L$ doubles its value at $L$:

$$\int_{-L}^{L}x^2\rho_g\,dx=\frac{2g}{\pi}\left(L-g\arctan\frac Lg\right).$$

For large $L$ this grows as $2gL/\pi-g^2$. In Lean, `hderiv` verifies the antiderivative and `hcont` supplies the continuity needed for the fundamental theorem of calculus.

Sampling the known $\psi_g$ on a grid over $[-L,L]$ and summing $x^2\rho_g$ reproduces this growth, apart from discretisation error. Take $g=1$ and leave the truncated state unnormalised:

| $L$ | norm in the box | second moment in the box |
|---|---|---|
| 10 | 0.937 | 5.43 |
| 100 | 0.994 | 62.7 |

The norm approaches $1$, and the missing part of the kinetic integral shrinks as $L^{-3}$, while the second moment grows nearly in proportion to the box. Every single run returns a finite number for $\langle x^2\rangle$, and refining the grid at fixed $L$ doesn't reveal the problem. For this one-particle state, one way to expose it is to repeat the calculation with a larger box and compare the second moments, even when the norm and the kinetic integral already look converged.
